# For correlated Gaussians, integrating out the Coulomb transform variable gives a Boys function times a closed factor

Two electrons in an atom avoid each other, and a trial wavefunction can describe this directly by containing Gaussians of the distances between particles. The energy then needs the average of 1/r between two such functions, where r is the distance within one pair while all N particles are coupled.

Let x_k collect the k-th Cartesian coordinates of all particles, with k = 0, 1, 2. Up to a constant, the product of two correlated Gaussians is

exp(−Σ_k x_k·C x_k + 2 Σ_k s_k·x_k),

where the positive definite matrix C holds the exponents and the vectors s_k encode the displaced centres. Its integral over all positions is π^(3N/2) det(C)^(−3/2) exp(Σ_k s_k·C⁻¹s_k). A vector w selects the distance through r² = Σ_k (w·x_k)²; for an electron pair, w has entries 1 and −1 at the two electrons. The Coulomb interaction is itself a superposition of Gaussians:

1/r = (2/√π) ∫₀^∞ exp(−t²r²) dt.

Each value of t replaces C by C_t = C + t² w wᵀ. One integral, over t, remains.

## The objects

```lean
import Mathlib

open Matrix MeasureTheory Filter Set
open scoped Topology

namespace CorrelatedGaussianCoulomb

noncomputable section

variable {n : Type*} [Fintype n] [DecidableEq n]
```

The finite type `n` labels the particles. A vector `n → ℝ` has one real entry per particle, and a `Matrix n n ℝ` has one per pair of labels.

```lean
/-- The exponent matrix `C + t² w wᵀ`: a correlated Gaussian with exponent matrix `C`
multiplied by a Gaussian of exponent `t²` in the distance selected by `w`. -/
def dressed (C : Matrix n n ℝ) (w : n → ℝ) (t : ℝ) : Matrix n n ℝ :=
  C + t ^ 2 • vecMulVec w w
```

This is C_t. The expression `vecMulVec w w` is the outer product w wᵀ.

```lean
/-- The closed form `det(A)^(-3/2) exp(∑ₖ sₖ·A⁻¹sₖ)` of a correlated Gaussian integral in three
dimensions, without its power of `π`, for positive definite `A`. -/
def gaussInt (A : Matrix n n ℝ) (s : Fin 3 → n → ℝ) : ℝ :=
  A.det ^ (-(3 / 2 : ℝ)) * Real.exp (∑ k, s k ⬝ᵥ A⁻¹ *ᵥ s k)
```

`gaussInt A s` is the Gaussian integral above without its power of π. The type `Fin 3 → n → ℝ` supplies one source vector per direction. The symbol `*ᵥ` applies a matrix to a vector, and `⬝ᵥ` is the dot product. All three directions share one matrix, hence the power −3/2. The file begins from this closed form, so the integration over positions and its interchange with the t integral remain part of the physical motivation.

```lean
/-- The number `β = w·C⁻¹w`, for invertible `C`. -/
def pairWidth (C : Matrix n n ℝ) (w : n → ℝ) : ℝ := w ⬝ᵥ C⁻¹ *ᵥ w
```

This is β = w·C⁻¹w, which measures how widely the selected distance is spread in the Gaussian.

```lean
/-- The Boys argument `T = ∑ₖ (w·C⁻¹sₖ)² / β`, for positive definite `C` and `w ≠ 0`. -/
def boysArg (C : Matrix n n ℝ) (w : n → ℝ) (s : Fin 3 → n → ℝ) : ℝ :=
  (∑ k, (w ⬝ᵥ C⁻¹ *ᵥ s k) ^ 2) / pairWidth C w
```

This is the dimensionless argument T = Σ_k (w·C⁻¹s_k)²/β. It grows as the centre of the distribution of the selected separation moves away from zero.

```lean
/-- The incomplete Boys function: the integral of `exp(-T x²)` from `0` to `u`. -/
def boysInc (T u : ℝ) : ℝ := ∫ x in (0 : ℝ)..u, Real.exp (-(T * x ^ 2))
```

The incomplete Boys function stops at a chosen upper end u:

B(T, u) = ∫₀^u exp(−T x²) dx.

```lean
/-- The Boys function `F₀(T)`: the integral of `exp(-T x²)` over `[0, 1]`. -/
def boysZero (T : ℝ) : ℝ := ∫ x in (0 : ℝ)..1, Real.exp (-(T * x ^ 2))
```

The Boys function is F₀(T) = B(T, 1).

```lean
/-- The compressed coordinate `u = √β t / √(1 + t²β)`, for `β ≥ 0`. -/
def coord (β t : ℝ) : ℝ := √β * (t / √(1 + t ^ 2 * β))
```

The new variable u(t) = √β t/√(1 + t²β) compresses the half-line t ≥ 0 into 0 ≤ u < 1 when β > 0.

## The effect of the rank-one term

```lean
/-- For positive definite `C`, the determinant of the dressed matrix is
`det C · (1 + t²β)`. -/
theorem det_dressed {C : Matrix n n ℝ} (hC : C.PosDef) (w : n → ℝ) (t : ℝ) :
    (dressed C w t).det = C.det * (1 + t ^ 2 * pairWidth C w) := by
  have hu : IsUnit C.det := hC.det_pos.ne'.isUnit
  let A : Matrix n Unit ℝ := Matrix.of fun i _ => (C⁻¹ *ᵥ w) i
  let B : Matrix Unit n ℝ := Matrix.of fun _ j => t ^ 2 * w j
  have hCw : C *ᵥ (C⁻¹ *ᵥ w) = w := by
    rw [Matrix.mulVec_mulVec, Matrix.mul_nonsing_inv _ hu, Matrix.one_mulVec]
  have hA : C * A = Matrix.of fun i _ => w i := by
    ext i j
    exact congrFun hCw i
  -- factor out `C`, then exchange the two factors of the rank-one term
  have hfac : dressed C w t = C * (1 + A * B) := by
    rw [Matrix.mul_add, Matrix.mul_one, ← Matrix.mul_assoc, hA]
    ext i j
    simp only [dressed, B, Matrix.add_apply, Matrix.smul_apply, Matrix.vecMulVec_apply,
      Matrix.mul_apply, Matrix.of_apply, Finset.univ_unique, Finset.sum_singleton, smul_eq_mul]
    ring
  rw [hfac, Matrix.det_mul, Matrix.det_one_add_mul_comm, Matrix.det_unique (1 + B * A)]
  simp only [A, B, Matrix.add_apply, Matrix.one_apply_eq, Matrix.mul_apply, Matrix.of_apply,
    pairWidth, dotProduct, Finset.mul_sum, mul_assoc]
```

The hypothesis `hC : C.PosDef` says that C is symmetric and positive definite. By hand, factor out C:

C_t = C (1 + t² (C⁻¹w) wᵀ).

Since det(1 + a bᵀ) = 1 + b·a for a column a and a row bᵀ,

det C_t = det C · (1 + t²β).

In the proof, `A` is the column C⁻¹w and `B` the row t²wᵀ. Exchanging them turns the determinant of 1 + AB into that of a 1×1 matrix.

```lean
/-- For positive definite `C` and `w ≠ 0`, the number `β` is positive. -/
theorem pairWidth_pos {C : Matrix n n ℝ} (hC : C.PosDef) {w : n → ℝ} (hw : w ≠ 0) :
    0 < pairWidth C w := by
  simpa [pairWidth] using hC.inv.dotProduct_mulVec_pos hw
```

The inverse of a positive definite matrix is positive definite, so β > 0 whenever w ≠ 0.

```lean
/-- For positive definite `C`, dressing lowers the quadratic form of the inverse matrix by
`t² (w·C⁻¹v)² / (1 + t²β)`. -/
theorem quadForm_dressed {C : Matrix n n ℝ} (hC : C.PosDef) (w v : n → ℝ) (t : ℝ) :
    v ⬝ᵥ (dressed C w t)⁻¹ *ᵥ v = v ⬝ᵥ C⁻¹ *ᵥ v
      - t ^ 2 / (1 + t ^ 2 * pairWidth C w) * (w ⬝ᵥ C⁻¹ *ᵥ v) ^ 2 := by
  have hu : IsUnit C.det := hC.det_pos.ne'.isUnit
  have hβ : 0 ≤ pairWidth C w := by
    rcases eq_or_ne w 0 with h | h
    · simp [pairWidth, h]
    · exact (pairWidth_pos hC h).le
  have hq : 0 < 1 + t ^ 2 * pairWidth C w := by positivity
  have hD : IsUnit (dressed C w t).det := by
    rw [det_dressed hC]
    exact (mul_pos hC.det_pos hq).ne'.isUnit
  have hinv (x : n → ℝ) : C *ᵥ (C⁻¹ *ᵥ x) = x := by
    rw [Matrix.mulVec_mulVec, Matrix.mul_nonsing_inv _ hu, Matrix.one_mulVec]
  have hT : (C⁻¹)ᵀ = C⁻¹ := by
    have h := hC.inv.isHermitian.eq
    rwa [Matrix.conjTranspose_eq_transpose_of_trivial] at h
  have hsym : v ⬝ᵥ C⁻¹ *ᵥ w = w ⬝ᵥ C⁻¹ *ᵥ v := by
    rw [Matrix.dotProduct_mulVec, ← Matrix.mulVec_transpose, hT, dotProduct_comm]
  have hww (x : n → ℝ) : vecMulVec w w *ᵥ x = (w ⬝ᵥ x) • w := by
    ext i
    simp only [Matrix.mulVec, dotProduct, Matrix.vecMulVec_apply, Pi.smul_apply, smul_eq_mul,
      Finset.sum_mul]
    exact Finset.sum_congr rfl fun j _ => by ring
  obtain ⟨c, hc⟩ : ∃ c, c = t ^ 2 / (1 + t ^ 2 * pairWidth C w) * (w ⬝ᵥ C⁻¹ *ᵥ v) := ⟨_, rfl⟩
  have hc' : c * (1 + t ^ 2 * pairWidth C w) = t ^ 2 * (w ⬝ᵥ C⁻¹ *ᵥ v) := by
    rw [hc]
    field_simp
  -- the explicit solution of the dressed linear system
  have hy : dressed C w t *ᵥ (C⁻¹ *ᵥ v - c • (C⁻¹ *ᵥ w)) = v := by
    rw [dressed, Matrix.add_mulVec, Matrix.smul_mulVec, hww, Matrix.mulVec_sub,
      Matrix.mulVec_smul, hinv, hinv, dotProduct_sub, dotProduct_smul]
    ext i
    simp only [Pi.add_apply, Pi.sub_apply, Pi.smul_apply, smul_eq_mul]
    rw [pairWidth] at hc'
    linear_combination (-(w i)) * hc'
  have hsol := congrArg (fun x => (dressed C w t)⁻¹ *ᵥ x) hy
  simp only [Matrix.mulVec_mulVec (M := (dressed C w t)⁻¹) (N := dressed C w t),
    Matrix.nonsing_inv_mul _ hD, Matrix.one_mulVec] at hsol
  rw [← hsol, dotProduct_sub, dotProduct_smul, hsym, smul_eq_mul, hc]
  ring
```

To find v·C_t⁻¹v, solve C_t y = v with the trial form y = C⁻¹v − c C⁻¹w. Inserting it gives

C_t y = v − c w + t² (w·C⁻¹v − cβ) w.

The terms along w cancel if c (1 + t²β) = t² w·C⁻¹v. Taking the dot product of y with v, and using the symmetry of C⁻¹, yields

v·C_t⁻¹v = v·C⁻¹v − t² (w·C⁻¹v)²/(1 + t²β).

In Lean, `hc'` is the condition on c, `hy` checks the solution, and `hsym` is the symmetry. The determinant formula shows that C_t is invertible.

## The change of variable

```lean
/-- For `β ≥ 0`, the compressed coordinate satisfies `u² = βt² / (1 + t²β)`. -/
theorem coord_sq {β : ℝ} (hβ : 0 ≤ β) (t : ℝ) :
    coord β t ^ 2 = β * t ^ 2 / (1 + t ^ 2 * β) := by
  have hq : 0 ≤ 1 + t ^ 2 * β := by positivity
  rw [coord, mul_pow, div_pow, Real.sq_sqrt hβ, Real.sq_sqrt hq, mul_div_assoc]
```

Squaring the definition of u gives u² = βt²/(1 + t²β).

```lean
/-- For `β ≥ 0`, the compressed coordinate has derivative `√β (1 + t²β)^(-3/2)`. -/
theorem hasDerivAt_coord {β : ℝ} (hβ : 0 ≤ β) (t : ℝ) :
    HasDerivAt (coord β) (√β * (1 + t ^ 2 * β) ^ (-(3 / 2 : ℝ))) t := by
  have hq : 0 < 1 + t ^ 2 * β := by positivity
  have hd : HasDerivAt (fun x : ℝ => 1 + x ^ 2 * β) (2 * t * β) t :=
    (((hasDerivAt_pow 2 t).mul_const β).const_add 1).congr_deriv (by norm_num)
  have hr0 : 0 < √(1 + t ^ 2 * β) := Real.sqrt_pos.2 hq
  have hr : √(1 + t ^ 2 * β) ^ 2 = 1 + t ^ 2 * β := Real.sq_sqrt hq.le
  have hp : (1 + t ^ 2 * β) ^ (-(3 / 2 : ℝ)) = ((1 + t ^ 2 * β) * √(1 + t ^ 2 * β))⁻¹ := by
    rw [Real.rpow_neg hq.le, show (3 / 2 : ℝ) = 1 + 1 / 2 by norm_num, Real.rpow_add hq,
      Real.rpow_one, ← Real.sqrt_eq_rpow]
  refine (((hasDerivAt_id' t).fun_div (hd.sqrt hq.ne') hr0.ne').const_mul √β).congr_deriv ?_
  rw [hp]
  congr 1
  generalize √(1 + t ^ 2 * β) = r at hr hr0
  rw [← hr]
  field_simp
  linear_combination hr
```

Write q = 1 + t²β, so that dq/dt = 2tβ. The quotient rule gives

du/dt = √β (q^(−1/2) − t²β q^(−3/2)) = √β q^(−3/2) (q − t²β) = √β q^(−3/2).

The power −3/2 is exactly the one that three-dimensional space puts on the determinant. The proof names the square root `r` and finishes with algebra based on r² = q.

```lean
/-- For `β > 0`, the compressed coordinate tends to `1` as `t → ∞`. -/
theorem tendsto_coord {β : ℝ} (hβ : 0 < β) : Tendsto (coord β) atTop (𝓝 1) := by
  have h1 : Tendsto (fun t : ℝ => 1 + t ^ 2 * β) atTop atTop :=
    tendsto_atTop_add_const_left _ _ ((tendsto_pow_atTop two_ne_zero).atTop_mul_const hβ)
  have h2 : Tendsto (fun t : ℝ => (1 + t ^ 2 * β)⁻¹) atTop (𝓝 0) :=
    tendsto_inv_atTop_zero.comp h1
  have h3 := (h2.const_sub 1).sqrt
  rw [sub_zero, Real.sqrt_one] at h3
  refine h3.congr' ?_
  filter_upwards [eventually_ge_atTop 0] with t ht
  have hq : 0 < 1 + t ^ 2 * β := by positivity
  have h0 : 0 ≤ coord β t := by unfold coord; positivity
  rw [← Real.sqrt_sq h0, coord_sq hβ.le]
  congr 1
  rw [eq_div_iff hq.ne', sub_mul, inv_mul_cancel₀ hq.ne']
  ring
```

For t ≥ 0, the formula for u² becomes u = √(1 − 1/q). As t grows, q diverges and u tends to 1. The proof establishes this limit for the square root and then identifies it with `coord` for t ≥ 0.

```lean
/-- For positive definite `C` and `w ≠ 0`, the incomplete Boys function of the compressed
coordinate, times `gaussInt C s / √β`, is an antiderivative of the dressed Gaussian integral. -/
theorem hasDerivAt_boysInc_coord {C : Matrix n n ℝ} (hC : C.PosDef) {w : n → ℝ} (hw : w ≠ 0)
    (s : Fin 3 → n → ℝ) (t : ℝ) :
    HasDerivAt (fun x => gaussInt C s / √(pairWidth C w) *
      boysInc (boysArg C w s) (coord (pairWidth C w) x)) (gaussInt (dressed C w t) s) t := by
  have hβ := pairWidth_pos hC hw
  have hq : 0 < 1 + t ^ 2 * pairWidth C w := by positivity
  have hb : √(pairWidth C w) ≠ 0 := (Real.sqrt_pos.2 hβ).ne'
  have hcont : Continuous fun x : ℝ => Real.exp (-(boysArg C w s * x ^ 2)) := by fun_prop
  have hF (u : ℝ) : HasDerivAt (boysInc (boysArg C w s))
      (Real.exp (-(boysArg C w s * u ^ 2))) u :=
    intervalIntegral.integral_hasDerivAt_right (hcont.intervalIntegrable _ _)
      (hcont.stronglyMeasurableAtFilter _ _) hcont.continuousAt
  -- the exponent splits into its undressed value and the Boys exponent
  have hexp : ∑ k, s k ⬝ᵥ (dressed C w t)⁻¹ *ᵥ s k = ∑ k, s k ⬝ᵥ C⁻¹ *ᵥ s k
      + -(boysArg C w s * coord (pairWidth C w) t ^ 2) := by
    rw [Finset.sum_congr rfl fun k _ => quadForm_dressed hC w (s k) t,
      Finset.sum_sub_distrib, ← Finset.mul_sum, coord_sq hβ.le, boysArg, sub_eq_add_neg]
    congr 2
    field_simp
  refine (((hF _).comp t (hasDerivAt_coord hβ.le t)).const_mul _).congr_deriv ?_
  rw [gaussInt, gaussInt, hexp, Real.exp_add, det_dressed hC,
    Real.mul_rpow hC.det_pos.le hq.le]
  field_simp
```

`HasDerivAt f a t` says that f has derivative a at t. Apply the quadratic-form identity to each s_k and sum. Because Σ_k (w·C⁻¹s_k)² = βT, the exponent becomes

Σ_k s_k·C_t⁻¹s_k = Σ_k s_k·C⁻¹s_k − T u².

Write G for `gaussInt C s`. With the determinant formula, the integrand is

G q^(−3/2) exp(−T u²) = (G/√β) exp(−T u²) du/dt.

By the chain rule this is the derivative of (G/√β) B(T, u(t)). In the proof, `hF` differentiates B with respect to its upper end, and `hexp` is the rewritten exponent.

## Long-range, full and concentric integrals

```lean
/-- Integral for the long-range interaction `erf(μr)/r`: for positive definite `C` and `w ≠ 0`,
integrating the dressed Gaussian integral from `0` to `μ` gives `gaussInt C s / √β` times the
incomplete Boys function of `T` with upper end `u(μ)`, the compressed coordinate of `μ`. -/
theorem integral_longRange {C : Matrix n n ℝ} (hC : C.PosDef) {w : n → ℝ} (hw : w ≠ 0)
    (s : Fin 3 → n → ℝ) (μ : ℝ) :
    ∫ t in (0 : ℝ)..μ, gaussInt (dressed C w t) s = gaussInt C s / √(pairWidth C w) *
      boysInc (boysArg C w s) (coord (pairWidth C w) μ) := by
  have hder := hasDerivAt_boysInc_coord hC hw s
  have hpos (t : ℝ) : 0 ≤ gaussInt (dressed C w t) s := by
    have hβ := pairWidth_pos hC hw
    have hdet : 0 ≤ (dressed C w t).det := by
      rw [det_dressed hC]
      exact mul_nonneg hC.det_pos.le (by positivity)
    exact mul_nonneg (Real.rpow_nonneg hdet _) (Real.exp_pos _).le
  rw [intervalIntegral.integral_eq_sub_of_hasDerivAt (fun t _ => hder t)
    (intervalIntegral.intervalIntegrable_deriv_of_nonneg
      (fun t _ => (hder t).continuousAt.continuousWithinAt) (fun t _ => hder t)
      (fun t _ => hpos t))]
  simp [coord, boysInc]
```

Stopping the Gaussian superposition at t = μ gives the long-range interaction used in range separation:

erf(μr)/r = (2/√π) ∫₀^μ exp(−t²r²) dt.

Since u(0) = 0 and B(T, 0) = 0, the fundamental theorem of calculus gives

∫₀^μ det(C_t)^(−3/2) exp(Σ_k s_k·C_t⁻¹s_k) dt = (G/√β) B(T, u(μ)).

The integrand is non-negative (`hpos`), which lets Lean deduce that it is integrable.

```lean
/-- Coulomb integral of correlated Gaussians, without its constant prefactor (a number times a power
of `π`): for positive definite `C` and `w ≠ 0`, the integral of `det(C_t)^(-3/2) exp(∑ₖ sₖ·C_t⁻¹sₖ)`
over `t > 0`, with `C_t = C + t² w wᵀ`, equals `det(C)^(-3/2) exp(∑ₖ sₖ·C⁻¹sₖ) β^(-1/2) F₀(T)`. -/
theorem integral_coulomb {C : Matrix n n ℝ} (hC : C.PosDef) {w : n → ℝ} (hw : w ≠ 0)
    (s : Fin 3 → n → ℝ) :
    ∫ t in Ioi (0 : ℝ), gaussInt (dressed C w t) s =
      gaussInt C s / √(pairWidth C w) * boysZero (boysArg C w s) := by
  have hβ := pairWidth_pos hC hw
  have hpos (t : ℝ) : 0 ≤ gaussInt (dressed C w t) s := by
    have hdet : 0 ≤ (dressed C w t).det := by
      rw [det_dressed hC]
      exact mul_nonneg hC.det_pos.le (by positivity)
    exact mul_nonneg (Real.rpow_nonneg hdet _) (Real.exp_pos _).le
  have hcont : Continuous fun x : ℝ => Real.exp (-(boysArg C w s * x ^ 2)) := by fun_prop
  have hF : ContinuousAt (boysInc (boysArg C w s)) 1 :=
    (intervalIntegral.integral_hasDerivAt_right (hcont.intervalIntegrable 0 1)
      (hcont.stronglyMeasurableAtFilter _ _) hcont.continuousAt).continuousAt
  -- the upper end `t = ∞` corresponds to `u = 1`
  have hlim := (hF.tendsto.comp (tendsto_coord hβ)).const_mul (gaussInt C s / √(pairWidth C w))
  rw [integral_Ioi_of_hasDerivAt_of_nonneg'
    (fun t _ => hasDerivAt_boysInc_coord hC hw s t) (fun t _ => hpos t) hlim]
  simp [coord, boysInc, boysZero]
```

`Ioi 0` is the open half-line t > 0. Letting μ → ∞ sends u to 1, and B is continuous there, so

∫₀^∞ det(C_t)^(−3/2) exp(Σ_k s_k·C_t⁻¹s_k) dt = det(C)^(−3/2) exp(Σ_k s_k·C⁻¹s_k) β^(−1/2) F₀(T).

The limit is `hlim`; together with non-negativity it also establishes convergence. Multiplication by 2π^(3N/2)/√π gives the Coulomb integral of the exponential displayed in the opening. For displaced centres, the matrix element also carries the constant dropped there, which depends on the centres and exponents. In variational calculations on few-particle systems, this is the form of the repulsion matrix element for correlated Gaussians without polynomial prefactors and with one exponent matrix for all three directions.

A neighbouring formula, for the short-range interaction erfc(μr)/r with μ ≥ 0, follows by subtracting the long-range integral from the full one: F₀(T) is replaced by F₀(T) − B(T, u(μ)).

```lean
/-- Concentric correlated Gaussians (all `sₖ = 0`): for positive definite `C` and `w ≠ 0`, the
integral of `det(C + t² w wᵀ)^(-3/2)` over `t > 0` is `det(C)^(-3/2) / √β`. -/
theorem integral_coulomb_concentric {C : Matrix n n ℝ} (hC : C.PosDef) {w : n → ℝ}
    (hw : w ≠ 0) :
    ∫ t in Ioi (0 : ℝ), (dressed C w t).det ^ (-(3 / 2 : ℝ)) =
      C.det ^ (-(3 / 2 : ℝ)) / √(pairWidth C w) := by
  have h := integral_coulomb hC hw (0 : Fin 3 → n → ℝ)
  simpa [gaussInt, boysArg, boysZero] using h

end

end CorrelatedGaussianCoulomb
```

If all Gaussians sit at the origin, every s_k vanishes. Then T = 0 and F₀(0) = 1, leaving

∫₀^∞ det(C_t)^(−3/2) dt = det(C)^(−3/2)/√β.

The smallest case is one particle with C = (a), a > 0, and w = (1). Here β = 1/a, and the right-hand side is 1/a. Restoring the factor 2π^(3/2)/√π = 2π gives 2π/a, which agrees with the radial integral of exp(−ar²)/r over space:

4π ∫₀^∞ r exp(−ar²) dr = 2π/a.

```lean
#print axioms CorrelatedGaussianCoulomb.integral_longRange
#print axioms CorrelatedGaussianCoulomb.integral_coulomb
#print axioms CorrelatedGaussianCoulomb.integral_coulomb_concentric
```

```
'CorrelatedGaussianCoulomb.integral_longRange' depends on axioms: [propext, Classical.choice, Quot.sound]
'CorrelatedGaussianCoulomb.integral_coulomb' depends on axioms: [propext, Classical.choice, Quot.sound]
'CorrelatedGaussianCoulomb.integral_coulomb_concentric' depends on axioms: [propext, Classical.choice, Quot.sound]
```
